# Group velocity of a single-plane-wave ultrasoft band with a Gaussian projector weight

In a one-plane-wave model with real parameters, the band energy is E(k) = (k²/2 + D w(k)) / (1 + q w(k)), where w(k) = b0 exp(−s²k²) is the projector weight and the denominator is the ultrasoft overlap. The declaration `hasDerivAt_band` states that, if 1 + q b0 > 0, then E has derivative k (1 − 2s²(D − qE(k)) w(k)) / (1 + q w(k)) at every real k. This is the group velocity in units where the kinetic energy is k²/2. The attempt differentiates the numerator and the overlap, applies the quotient rule, and leaves it to `field_simp` and `ring` to show that the result equals the stated formula.

Lean 4 with Mathlib refuses this proof:

```lean
import Mathlib

open Real

namespace UltrasoftBandMass

noncomputable section

/-- Gaussian projector weight of the plane wave with wave number `k`. -/
def weight (b0 s k : ℝ) : ℝ := b0 * exp (-(s ^ 2 * k ^ 2))

/-- Ultrasoft overlap of the plane wave, with augmentation charge `q`. -/
def overlap (b0 s q k : ℝ) : ℝ := 1 + q * weight b0 s k

/-- Single-plane-wave band: kinetic plus nonlocal energy, divided by the overlap. -/
def band (b0 s q D k : ℝ) : ℝ :=
  (k ^ 2 / 2 + D * weight b0 s k) / overlap b0 s q k

/-- If the overlap is positive at `k = 0`, it is positive at every wave number. -/
theorem overlap_pos {b0 q : ℝ} (s : ℝ) (h : 0 < 1 + q * b0) (k : ℝ) :
    0 < overlap b0 s q k := by
  unfold overlap weight
  have he : 0 < exp (-(s ^ 2 * k ^ 2)) := exp_pos _
  have he1 : exp (-(s ^ 2 * k ^ 2)) ≤ 1 := by
    apply exp_le_one_iff.mpr
    have : 0 ≤ s ^ 2 * k ^ 2 := by positivity
    linarith
  -- the overlap is a convex combination of 1 and 1 + q b0
  have hm := mul_pos he h
  nlinarith [hm, he1]

/-- The slope of the Gaussian projector weight. -/
theorem hasDerivAt_weight (b0 s k : ℝ) :
    HasDerivAt (weight b0 s) (-(2 * s ^ 2 * k * weight b0 s k)) k := by
  have h : HasDerivAt (fun x : ℝ => -(s ^ 2 * x ^ 2)) (-(s ^ 2 * (2 * k))) k :=
    ((hasDerivAt_pow 2 k).const_mul (s ^ 2)).fun_neg.congr_deriv (by norm_num)
  have h2 := h.exp.const_mul b0
  exact h2.congr_deriv (by unfold weight; ring)

/-- The group velocity of the band at any wave number, if the overlap is positive at `k = 0`. -/
theorem hasDerivAt_band {b0 q : ℝ} (s D : ℝ) (h : 0 < 1 + q * b0) (k : ℝ) :
    HasDerivAt (band b0 s q D)
      (k * ((1 - 2 * s ^ 2 * (D - q * band b0 s q D k) * weight b0 s k)
        / overlap b0 s q k)) k := by
  have hw := hasDerivAt_weight b0 s k
  have hne : 1 + q * weight b0 s k ≠ 0 := (overlap_pos s h k).ne'
  have hk : HasDerivAt (fun x : ℝ => x ^ 2 / 2) k k :=
    ((hasDerivAt_pow 2 k).div_const 2).congr_deriv (by norm_num)
  have hn := hk.fun_add (hw.const_mul D)
  have hd := (hw.const_mul q).const_add 1
  have hq := hn.fun_div hd hne
  refine hq.congr_deriv ?_
  unfold band overlap
  generalize weight b0 s k = w at hne ⊢
  field_simp
  ring

end

end UltrasoftBandMass
```

The compiler's answer:

```
Try this:
  [apply] ring_nf
  
  The `ring` tactic failed to close the goal. Use `ring_nf` to obtain a normal form.
    
  Note that `ring` works primarily in *commutative* rings. If you have a noncommutative ring, abelian group or module, consider using `noncomm_ring`, `abel` or `module` instead.
Main.lean:44:34: error: unsolved goals
b0 q s D : ℝ
h : 0 < 1 + q * b0
k : ℝ
hw : HasDerivAt (weight b0 s) (-(2 * s ^ 2 * k * weight b0 s k)) k
hk : HasDerivAt (fun x => x ^ 2 / 2) k k
hn : HasDerivAt (fun i => i ^ 2 / 2 + D * weight b0 s i) (k + D * -(2 * s ^ 2 * k * weight b0 s k)) k
hd : HasDerivAt (fun x => 1 + q * weight b0 s x) (q * -(2 * s ^ 2 * k * weight b0 s k)) k
hq :
  HasDerivAt (fun y => (y ^ 2 / 2 + D * weight b0 s y) / (1 + q * weight b0 s y))
    (((k + D * -(2 * s ^ 2 * k * weight b0 s k)) * (1 + q * weight b0 s k) -
        (k ^ 2 / 2 + D * weight b0 s k) * (q * -(2 * s ^ 2 * k * weight b0 s k))) /
      (1 + q * weight b0 s k) ^ 2)
    k
w : ℝ
hne : 1 + q * w ≠ 0
⊢ -(k * D * s ^ 2 * w * (1 + w * q * 2 + w ^ 2 * q ^ 2)⁻¹ * 2) + k * w * q * (1 + w * q * 2 + w ^ 2 * q ^ 2)⁻¹ +
        k * (1 + w * q * 2 + w ^ 2 * q ^ 2)⁻¹ +
      k ^ 3 * s ^ 2 * w * q * (1 + w * q * 2 + w ^ 2 * q ^ 2)⁻¹ =
    -(k * D * s ^ 2 * w * (1 + w * q)⁻¹ * 2) + k * D * s ^ 2 * w ^ 2 * q * (1 + w * q)⁻¹ ^ 2 * 2 + k * (1 + w * q)⁻¹ +
      k ^ 3 * s ^ 2 * w * q * (1 + w * q)⁻¹ ^ 2
```

Cause. The first message says that `ring` did not close the goal; the error shows what was left. The calculus is done, and the remaining equation is true, but it still contains inverses, so `field_simp` had not cleared the denominators, although `hne` was in context. The messages do not show why. The two sides carry the inverse of the expanded square and powers of `(1 + w * q)⁻¹`. Matching them requires cancelling a nonzero factor, and `ring` does not use `hne` for that. The suggested `ring_nf` would not supply this step either.

The repair uses `hne` explicitly. `div_eq_iff` removes the squared denominator on the left. `hE` says that band energy times overlap is the band's numerator, and `hM` does the same cancellation for the quotient in the stated velocity. `linear_combination` adds suitable multiples of these two equations, leaving an identity that `ring` can prove without cancelling a denominator. `band` now stays folded in the main goal, and the `generalize` step is no longer needed.

After these edits no error is left:

```diff
@@ -51,8 +51,15 @@
   have hq := hn.fun_div hd hne
   refine hq.congr_deriv ?_
-  unfold band overlap
-  generalize weight b0 s k = w at hne ⊢
-  field_simp
-  ring
+  -- the band energy times the overlap is the numerator of the band
+  have hE : band b0 s q D k * (1 + q * weight b0 s k)
+      = k ^ 2 / 2 + D * weight b0 s k := by
+    unfold band overlap
+    exact div_mul_cancel₀ _ hne
+  have hM := div_mul_cancel₀
+    (1 - 2 * s ^ 2 * (D - q * band b0 s q D k) * weight b0 s k) hne
+  unfold overlap
+  rw [div_eq_iff (pow_ne_zero 2 hne)]
+  linear_combination (-(q * (2 * s ^ 2 * k * weight b0 s k))) * hE
+    - k * (1 + q * weight b0 s k) * hM
 
 end
```
